# Exponential memory in a single-excitation emitter is equivalent to one damped mode that starts empty

To propagate an emitter in a lossy cavity, a code can replace the integral over the emitter's past by one extra complex variable. Direct quadrature of the integral revisits the stored history at every time step, whereas the extra variable needs only current values. The replacement is exact for a single excitation and a memory kernel that is one exponential.

## The memory equation and its two-variable form

In the frame rotating at the emitter's frequency, let $c(t)$ be the amplitude for the excitation to sit on the emitter, $g$ the real coupling, $\kappa$ the energy loss rate of the mode, and $\Delta$ the mode frequency minus the emitter frequency, in units with $\hbar=1$. Put $z=\kappa/2+i\Delta$ and

$$M(t)=\int_0^t e^{-z(t-s)}c(s)\,ds .$$

Then $c'=-g^2M$ holds for all $t\ge 0$ if and only if some mode amplitude $b$ with $b(0)=0$ satisfies

$$c'=-igb,\qquad b'=-zb-igc .$$

The condition $b(0)=0$ says that the mode holds no excitation initially. Every solution of the coupled equations, whatever its $b(0)$, obeys

$$\frac{d}{dt}\left(|c|^2+|b|^2\right)=-\kappa|b|^2 .$$

If $\kappa\ge0$, every solution of the memory equation therefore satisfies $|c(t)|\le|c(0)|$.

## Where a propagation code relies on it

The equivalence justifies integrating the pair $(c,b)$ in place of the memory equation. The balance law provides a diagnostic: the loss of $|c|^2+|b|^2$ should match the accumulated $\kappa|b|^2$ up to integration error. For $\Delta=0$ and $\kappa=4g$, the solution

$$c=(1+gt)e^{-gt},\qquad b=-igt\,e^{-gt}$$

gives reference values for an integrator.

A restart can break the equivalence. If a code saves only $c$ and resumes with $b=0$, it erases the memory accumulated so far. A nonzero $b(0)$ adds $-ig\,b(0)e^{-zt}$ to the right-hand side of the memory equation, as a short calculation outside the file's theorems shows. Saving both amplitudes in the checkpoint avoids the problem.

## From the integral to the mode, and back

Factor the kernel:

$$M(t)=e^{-zt}\int_0^t e^{zs}c(s)\,ds .$$

The product rule gives $M'=-zM+e^{-zt}e^{zt}c=c-zM$.

Suppose first that $c'=-g^2M$. Define $b=-igM$. Then $b(0)=0$, $-igb=(-ig)^2M=-g^2M=c'$, and

$$b'=-ig(c-zM)=-zb-igc .$$

Conversely, suppose that the coupled equations hold with $b(0)=0$. Let $D=b+igM$. Then

$$D'=-zb-igc+ig(c-zM)=-zD,$$

so $(e^{zt}D)'=0$. Since $D(0)=0$, $D$ vanishes for all $t\ge0$. Hence $b=-igM$ and $c'=-igb=-g^2M$.

For the balance,

$$(|c|^2)'=2\,\mathrm{Re}(\bar c\,c')=2g\,\mathrm{Im}(\bar c b),$$

$$(|b|^2)'=2\,\mathrm{Re}(\bar b\,b')=-\kappa|b|^2+2g\,\mathrm{Im}(\bar b c).$$

The exchange terms cancel because $\mathrm{Im}(\bar b c)=-\mathrm{Im}(\bar c b)$. For $\kappa\ge0$ the sum cannot grow, and with $b(0)=0$ it starts at $|c(0)|^2$, which gives the bound.

## The Lean file

```lean
import Mathlib

open Set

namespace SingleExcitationPseudomode

noncomputable section

/-- The complex rate `z = κ/2 + iΔ` of a mode with energy loss rate `κ` and detuning `Δ`. -/
def rate (κ Δ : ℝ) : ℂ := ((κ / 2 : ℝ) : ℂ) + Complex.I * (Δ : ℂ)

/-- The emitter amplitude accumulated over the past with the kernel `exp(-z(t-s))`. -/
def memory (z : ℂ) (c : ℝ → ℂ) (t : ℝ) : ℂ :=
  ∫ s in (0 : ℝ)..t, Complex.exp (-z * ((t : ℂ) - (s : ℂ))) * c s

/-- The emitter amplitude `c` obeys the integro-differential equation with exponential memory
at all times `t ≥ 0`. -/
def MemoryEquation (κ Δ g : ℝ) (c : ℝ → ℂ) : Prop :=
  ∀ t : ℝ, 0 ≤ t →
    HasDerivWithinAt c (-(g : ℂ) ^ 2 * memory (rate κ Δ) c t) (Ici 0) t

/-- With `z = rate κ Δ`, the emitter amplitude `c` and the amplitude `b` of one mode obey `c' =
-igb` and `b' = -zb - igc` at all times `t ≥ 0`. -/
def PseudomodeEquations (κ Δ g : ℝ) (c b : ℝ → ℂ) : Prop :=
  ∀ t : ℝ, 0 ≤ t →
    HasDerivWithinAt c (-Complex.I * (g : ℂ) * b t) (Ici 0) t ∧
    HasDerivWithinAt b (-rate κ Δ * b t - Complex.I * (g : ℂ) * c t) (Ici 0) t

/-- The time derivative of the exponential `exp(wt)` is `w exp(wt)`. -/
theorem hasDerivAt_exp_mul (w : ℂ) (t : ℝ) :
    HasDerivAt (fun u : ℝ => Complex.exp (w * (u : ℂ))) (w * Complex.exp (w * (t : ℂ))) t := by
  have hT : HasDerivAt (fun u : ℝ => (u : ℂ)) 1 t :=
    (hasDerivAt_id t).ofReal_comp.congr_deriv Complex.ofReal_one
  have h : HasDerivAt (fun u : ℝ => w * (u : ℂ)) w t :=
    (hT.const_mul w).congr_deriv (mul_one w)
  exact h.cexp.congr_deriv (mul_comm _ _)

/-- The memory integral `M` of a continuous amplitude obeys the local equation `M' = c - zM`. -/
theorem memory_hasDerivWithinAt (z : ℂ) {c : ℝ → ℂ} (hc : ContinuousOn c (Ici 0))
    {t : ℝ} (ht : 0 ≤ t) :
    HasDerivWithinAt (memory z c) (c t - z * memory z c t) (Ici 0) t := by
  -- freeze the amplitude before time zero, so that the integrand is continuous everywhere
  have hcont : Continuous (fun s : ℝ => Complex.exp (z * (s : ℂ)) * c (max s 0)) := by
    have h1 : Continuous (fun s : ℝ => c (max s 0)) :=
      hc.comp_continuous (by fun_prop) (fun s => le_max_right s 0)
    have h2 : Continuous (fun s : ℝ => Complex.exp (z * (s : ℂ))) := by fun_prop
    exact h2.mul h1
  -- the exponential kernel factorises
  have hfac : ∀ u ∈ Ici (0 : ℝ), memory z c u = Complex.exp (-z * (u : ℂ)) *
      ∫ s in (0 : ℝ)..u, Complex.exp (z * (s : ℂ)) * c (max s 0) := by
    intro u hu
    rw [memory, ← intervalIntegral.integral_const_mul]
    apply intervalIntegral.integral_congr
    intro s hs
    rw [uIcc_of_le (mem_Ici.mp hu)] at hs
    have hm : max s 0 = s := max_eq_left hs.1
    have he : Complex.exp (-z * ((u : ℂ) - (s : ℂ))) =
        Complex.exp (-z * (u : ℂ)) * Complex.exp (z * (s : ℂ)) := by
      rw [← Complex.exp_add]
      congr 1
      ring
    simp only [hm]
    rw [he]
    ring
  have hI : HasDerivAt (fun u : ℝ => ∫ s in (0 : ℝ)..u,
      Complex.exp (z * (s : ℂ)) * c (max s 0))
      (Complex.exp (z * (t : ℂ)) * c (max t 0)) t :=
    (hcont.integral_hasStrictDerivAt 0 t).hasDerivAt
  have hprod := ((hasDerivAt_exp_mul (-z) t).fun_mul hI).hasDerivWithinAt (s := Ici 0)
  refine (hprod.congr hfac (hfac t ht)).congr_deriv ?_
  have h1 : Complex.exp (-z * (t : ℂ)) * Complex.exp (z * (t : ℂ)) = 1 := by
    rw [← Complex.exp_add]
    simp
  rw [hfac t ht, max_eq_left ht]
  linear_combination c t * h1

/-- A mode that starts empty and is driven by the emitter has amplitude `-ig` times the memory
integral. -/
theorem mode_eq_memory (z : ℂ) (g : ℝ) {c b : ℝ → ℂ} (hc : ContinuousOn c (Ici 0))
    (hb0 : b 0 = 0)
    (hb : ∀ t : ℝ, 0 ≤ t →
      HasDerivWithinAt b (-z * b t - Complex.I * (g : ℂ) * c t) (Ici 0) t)
    {t : ℝ} (ht : 0 ≤ t) : b t = -Complex.I * (g : ℂ) * memory z c t := by
  -- the difference of the two sides, with its decay removed, is constant
  have hF : ∀ u : ℝ, 0 ≤ u → HasDerivWithinAt (fun u : ℝ => Complex.exp (z * (u : ℂ)) *
      (b u + Complex.I * (g : ℂ) * memory z c u)) 0 (Ici 0) u := by
    intro u hu
    have h := ((hasDerivAt_exp_mul z u).hasDerivWithinAt (s := Ici 0)).fun_mul
      ((hb u hu).fun_add
        ((memory_hasDerivWithinAt z hc hu).const_mul (Complex.I * (g : ℂ))))
    exact h.congr_deriv (by ring)
  have hconst := constant_of_has_deriv_right_zero
    (f := fun u : ℝ => Complex.exp (z * (u : ℂ)) *
      (b u + Complex.I * (g : ℂ) * memory z c u)) (a := 0) (b := t)
    (fun u hu => (hF u hu.1).continuousWithinAt.mono Icc_subset_Ici_self)
    (fun u hu => (hF u hu.1).mono (Ici_subset_Ici.mpr hu.1)) t ⟨ht, le_rfl⟩
  have h0 : memory z c 0 = 0 := by simp [memory]
  simp only [hb0, h0, mul_zero, add_zero] at hconst
  have h := (mul_eq_zero.mp hconst).resolve_left (Complex.exp_ne_zero _)
  linear_combination h

/-- **Single-excitation pseudomode theorem.** The emitter obeys the equation with exponential memory
exactly when it is coupled to some mode of complex rate `rate κ Δ` that starts empty. -/
theorem memoryEquation_iff_pseudomode (κ Δ g : ℝ) (c : ℝ → ℂ) :
    MemoryEquation κ Δ g c ↔ ∃ b : ℝ → ℂ, b 0 = 0 ∧ PseudomodeEquations κ Δ g c b := by
  constructor
  · intro h
    have hc : ContinuousOn c (Ici 0) := fun t ht => (h t ht).continuousWithinAt
    -- the pseudomode is the rescaled memory integral
    refine ⟨fun t => -Complex.I * (g : ℂ) * memory (rate κ Δ) c t, by simp [memory], ?_⟩
    intro t ht
    have h1 : HasDerivWithinAt c (-Complex.I * (g : ℂ) *
        (-Complex.I * (g : ℂ) * memory (rate κ Δ) c t)) (Ici 0) t :=
      (h t ht).congr_deriv (by
        linear_combination (-((g : ℂ) ^ 2 * memory (rate κ Δ) c t)) * Complex.I_sq)
    have h2 : HasDerivWithinAt (fun t => -Complex.I * (g : ℂ) * memory (rate κ Δ) c t)
        (-rate κ Δ * (-Complex.I * (g : ℂ) * memory (rate κ Δ) c t)
          - Complex.I * (g : ℂ) * c t) (Ici 0) t :=
      ((memory_hasDerivWithinAt (rate κ Δ) hc ht).const_mul
        (-Complex.I * (g : ℂ))).congr_deriv (by ring)
    exact ⟨h1, h2⟩
  · rintro ⟨b, hb0, hb⟩ t ht
    have hc : ContinuousOn c (Ici 0) := fun u hu => (hb u hu).1.continuousWithinAt
    have e := mode_eq_memory (rate κ Δ) g hc hb0 (fun u hu => (hb u hu).2) ht
    refine (hb t ht).1.congr_deriv ?_
    rw [e]
    linear_combination ((g : ℂ) ^ 2 * memory (rate κ Δ) c t) * Complex.I_sq

/-- The total excitation of emitter and pseudomode changes at the rate `-κ|b|²`. -/
theorem excitation_balance {κ Δ g : ℝ} {c b : ℝ → ℂ} (h : PseudomodeEquations κ Δ g c b)
    {t : ℝ} (ht : 0 ≤ t) :
    HasDerivWithinAt (fun u => ‖c u‖ ^ 2 + ‖b u‖ ^ 2) (-κ * ‖b t‖ ^ 2) (Ici 0) t := by
  have hs := (h t ht).1.norm_sq.add (h t ht).2.norm_sq
  refine hs.congr_deriv ?_
  -- the coherent exchange terms cancel
  simp only [Complex.inner, Complex.sq_norm, Complex.normSq_apply, rate, Complex.mul_re,
    Complex.mul_im, Complex.add_re, Complex.add_im, Complex.sub_re, Complex.sub_im,
    Complex.neg_re, Complex.neg_im, Complex.I_re, Complex.I_im, Complex.ofReal_re,
    Complex.ofReal_im, Complex.conj_re, Complex.conj_im]
  ring

/-- For a nonnegative loss rate, an emitter with exponential memory never exceeds its initial
amplitude in modulus. -/
theorem emitter_norm_le_initial {κ Δ g : ℝ} (hκ : 0 ≤ κ) {c : ℝ → ℂ}
    (h : MemoryEquation κ Δ g c) {t : ℝ} (ht : 0 ≤ t) : ‖c t‖ ≤ ‖c 0‖ := by
  obtain ⟨b, hb0, hb⟩ := (memoryEquation_iff_pseudomode κ Δ g c).mp h
  -- the total excitation cannot grow, and it starts entirely in the emitter
  have hanti : AntitoneOn (fun u => ‖c u‖ ^ 2 + ‖b u‖ ^ 2) (Ici (0 : ℝ)) :=
    antitoneOn_of_hasDerivWithinAt_nonpos (f' := fun u => -κ * ‖b u‖ ^ 2) (convex_Ici 0)
      (fun u hu => (excitation_balance hb hu).continuousWithinAt)
      (fun u hu => (excitation_balance hb (interior_subset hu)).mono interior_subset)
      (fun u _ => by nlinarith [mul_nonneg hκ (sq_nonneg ‖b u‖)])
  have hle : ‖c t‖ ^ 2 + ‖b t‖ ^ 2 ≤ ‖c 0‖ ^ 2 + ‖b 0‖ ^ 2 :=
    hanti (mem_Ici.mpr le_rfl) (mem_Ici.mpr ht) ht
  rw [hb0, norm_zero] at hle
  nlinarith [norm_nonneg (c t), norm_nonneg (c 0), sq_nonneg ‖b t‖]

/-- At resonance with `κ = 4g`, the amplitudes `c = (1 + gt) exp(-gt)` and
`b = -igt exp(-gt)` solve the pseudomode equations, and `c` solves the memory equation. -/
theorem pseudomode_witness (g : ℝ) :
    PseudomodeEquations (4 * g) 0 g
      (fun t => (1 + (g : ℂ) * (t : ℂ)) * Complex.exp (-(g : ℂ) * (t : ℂ)))
      (fun t => -Complex.I * (g : ℂ) * (t : ℂ) * Complex.exp (-(g : ℂ) * (t : ℂ))) ∧
    MemoryEquation (4 * g) 0 g
      (fun t => (1 + (g : ℂ) * (t : ℂ)) * Complex.exp (-(g : ℂ) * (t : ℂ))) := by
  have hP : PseudomodeEquations (4 * g) 0 g
      (fun t => (1 + (g : ℂ) * (t : ℂ)) * Complex.exp (-(g : ℂ) * (t : ℂ)))
      (fun t => -Complex.I * (g : ℂ) * (t : ℂ) * Complex.exp (-(g : ℂ) * (t : ℂ))) := by
    intro t _
    have hE := (hasDerivAt_exp_mul (-(g : ℂ)) t).hasDerivWithinAt (s := Ici 0)
    have hT : HasDerivWithinAt (fun u : ℝ => (u : ℂ)) 1 (Ici 0) t :=
      ((hasDerivAt_id t).ofReal_comp.congr_deriv Complex.ofReal_one).hasDerivWithinAt
    constructor
    · refine (((hT.const_mul (g : ℂ)).const_add 1).fun_mul hE).congr_deriv ?_
      linear_combination
        (-((g : ℂ) ^ 2 * (t : ℂ) * Complex.exp (-(g : ℂ) * (t : ℂ)))) * Complex.I_sq
    · refine ((hT.const_mul (-Complex.I * (g : ℂ))).fun_mul hE).congr_deriv ?_
      simp only [rate]
      push_cast
      ring
  exact ⟨hP, (memoryEquation_iff_pseudomode _ _ _ _).mpr ⟨_, by simp, hP⟩⟩

end

end SingleExcitationPseudomode
```

```lean
#print axioms SingleExcitationPseudomode.memoryEquation_iff_pseudomode
#print axioms SingleExcitationPseudomode.emitter_norm_le_initial
```

```
'SingleExcitationPseudomode.memoryEquation_iff_pseudomode' depends on axioms: [propext, Classical.choice, Quot.sound]
'SingleExcitationPseudomode.emitter_norm_le_initial' depends on axioms: [propext, Classical.choice, Quot.sound]
```

## Exact amplitudes for one exponential kernel

In Lean, `rate` is $z$ and `memory` is $M$. Amplitudes are functions `ℝ → ℂ`, and `HasDerivWithinAt … (Ici 0)` takes derivatives within $[0,\infty)$: one-sided at zero, with no condition on negative times. Either set of equations makes $c$ continuous there, so continuous differentiability is not a separate hypothesis. The equivalence and the balance allow any real $\kappa$, $\Delta$ and $g$; only the bound needs $\kappa\ge0$.

`memory_hasDerivWithinAt` proves $M'=c-zM$. It replaces $c(s)$ by `c (max s 0)`, which makes the integrand continuous on the whole line without changing the integral for $t\ge0$. `mode_eq_memory` carries out the argument for $D$, and `memoryEquation_iff_pseudomode` joins the two directions, using `Complex.I_sq` for $i^2=-1$. `excitation_balance` expands into real and imaginary parts, and `ring` cancels the exchange. `emitter_norm_le_initial` turns the sign of that derivative into monotonicity, and `pseudomode_witness` verifies the explicit solution.

The exponential kernel is assumed, not derived from a cavity's field or spectral density. The theorems concern amplitudes, not density matrices, several excitations or kernels with several exponentials. They describe exact solutions in continuous time and give no error or stability estimate for a time-stepping scheme.
